# Non-conservative coupling above a threshold gives two undamped coordinates a runaway waterwheel mode

An electric current through a molecular junction exerts forces on the atoms that need not derive from a potential. Around a closed path such forces can do net work, so a vibration that circulates in the right sense may gain energy on every turn, as a waterwheel does from a stream. How strong must the non-conservative coupling between two vibrations be before a free mode grows exponentially in this way?

Take two mass-weighted displacements $u_0,u_1$ with the linear equation of motion

$$\ddot u=-Ku,\qquad K=\begin{pmatrix}a&c+b\\c-b&d\end{pmatrix},\qquad a,b,c,d\in\mathbb R.$$

Here $a$ and $d$ are the stiffnesses, $c$ is the conservative coupling, and $b$ is the antisymmetric coupling that stands for the non-conservative part of the current-induced force. The claim is that $K$ has a non-real eigenvalue if and only if

$$4b^2>(a-d)^2+4c^2,$$

and that this is also the condition for a mode $e^{-iwt}v$, $v\neq0$, that both oscillates and grows. For equal stiffnesses it reads $|b|>|c|$.

## From the secular equation to the growing mode

**Eigenvalues.** The equations $(a-z)v_0+(c+b)v_1=0$ and $(c-b)v_0+(d-z)v_1=0$ have a non-zero solution exactly when their determinant vanishes:

$$(z-a)(z-d)=(c+b)(c-b)=c^2-b^2.$$

Write $z=x+iy$. The imaginary and real parts are

$$y(2x-a-d)=0,\qquad (x-a)(x-d)-y^2=c^2-b^2.$$

If $y\neq0$, then $x=(a+d)/2$, so $(x-a)(x-d)=-(a-d)^2/4$ and

$$4y^2=4b^2-(a-d)^2-4c^2.$$

The left side is positive, which gives the inequality. Conversely, if the right side is positive, $z=\tfrac12(a+d)+\tfrac i2\sqrt{4b^2-(a-d)^2-4c^2}$ satisfies both equations and is not real.

**Frequencies.** We work with complex solutions; because $K$ is real, the real part of such a solution is again a solution, and it is the physical displacement. For $u=e^{-iwt}v$ we have $\ddot u=-w^2u$, while $-Ku=-e^{-iwt}Kv$. The exponential never vanishes, so the equation of motion holds exactly when $Kv=w^2v$. Every non-real eigenvalue $z$ has a complex square root $w$, and $\operatorname{Im}z=2\operatorname{Re}w\operatorname{Im}w\neq0$ makes both parts of $w$ non-zero. One of $w$ and $-w$ therefore has positive imaginary part. In the other direction, $\operatorname{Re}w\neq0$ and $\operatorname{Im}w>0$ make $w^2$ non-real.

The requirement $\operatorname{Re}w\neq0$ matters. Take $a=d=-1$ and $b=c=0$: with $w=i$ and $v=(1,0)$ the motion is $e^{t}v$, which grows although $4b^2>(a-d)^2+4c^2$ reads $0>0$. This is a fall from a potential maximum, not a waterwheel.

**Circulation.** Let $L=\operatorname{Im}(\bar v_0v_1)$. Multiply the first row of $Kv=zv$ by $\bar v_0$ and the second by $\bar v_1$, and take imaginary parts:

$$\operatorname{Im}z\,|v_0|^2=(c+b)L,\qquad \operatorname{Im}z\,|v_1|^2=-(c-b)L.$$

If $z$ is non-real and $L=0$, both amplitudes vanish, which contradicts $v\neq0$. Hence $L\neq0$: neither coordinate is at rest, and their phases differ by something other than a multiple of $\pi$.

**Growth.** Since $\operatorname{Re}(-iwt)=\operatorname{Im}w\,t$, the amplitudes are $|u_i(t)|=e^{\operatorname{Im}w\,t}|v_i|$. Both grow without bound when $\operatorname{Im}w>0$.

## The matrix, the mode and the equation of motion in Lean

```lean
import Mathlib

open Matrix Filter

namespace WaterwheelInstability

noncomputable section
```

The four parameters are real, but the matrix acts on complex amplitudes. Coordinates are numbered 0 and 1, as above.

```lean
/-- Dynamical matrix of two coordinates with stiffnesses `a`, `d`, symmetric coupling `c`
and antisymmetric (non-conservative) coupling `b`, acting on complex amplitudes. -/
def dynMatrix (a b c d : ℝ) : Matrix (Fin 2) (Fin 2) ℂ :=
  !![(a : ℂ), (c : ℂ) + b; (c : ℂ) - b, (d : ℂ)]
```

The sign convention $e^{-iwt}$ makes $\operatorname{Im}w>0$ mean growth forward in time.

```lean
/-- The motion `exp(-iwt) v` with complex frequency `w` and polarisation `v`. -/
def mode (w : ℂ) (v : Fin 2 → ℂ) (t : ℝ) (i : Fin 2) : ℂ :=
  Complex.exp (-Complex.I * w * t) * v i
```

`SolvesNewton` expresses the second-order equation through a velocity `p`: at every real time, `p` is the derivative of the displacement, and the derivative of `p` is $-Ku$.

```lean
/-- The trajectory `u` has a velocity `p` and obeys the equation of motion `u'' = -K u`. -/
def SolvesNewton (K : Matrix (Fin 2) (Fin 2) ℂ) (u : ℝ → Fin 2 → ℂ) : Prop :=
  ∃ p : ℝ → Fin 2 → ℂ, ∀ t i, HasDerivAt (fun s => u s i) (p t i) t ∧
    HasDerivAt (fun s => p s i) (-((K *ᵥ u t) i)) t
```

These definitions describe a linear, undamped model with two coordinates. Friction, current noise, velocity-dependent forces and anharmonicity are absent, and $b$ is a given number, not one computed from a current.

## The threshold for a non-real eigenvalue

The first lemma writes the eigenvalue equation as its two rows.

```lean
/-- The eigenvalue equation of the dynamical matrix, written out in its two components. -/
theorem eigen_components (a b c d : ℝ) (z : ℂ) (v : Fin 2 → ℂ) :
    dynMatrix a b c d *ᵥ v = z • v ↔
      (a : ℂ) * v 0 + ((c : ℂ) + b) * v 1 = z * v 0 ∧
      ((c : ℂ) - b) * v 0 + (d : ℂ) * v 1 = z * v 1 := by
  simp [funext_iff, Fin.forall_fin_two, dynMatrix, dotProduct,
    Fin.sum_univ_two]
```

An eigenvalue is expressed as a $z$ for which a non-zero $v$ satisfies $Kv=zv$. To reach the secular equation from an eigenvector, the proof combines the two rows and cancels whichever component is non-zero. For the converse, a vanishing determinant supplies the vector.

```lean
/-- A complex number is an eigenvalue of the dynamical matrix exactly when it solves the
secular equation. -/
theorem secular_equation (a b c d : ℝ) (z : ℂ) :
    (∃ v : Fin 2 → ℂ, v ≠ 0 ∧ dynMatrix a b c d *ᵥ v = z • v) ↔
      (z - a) * (z - d) = ((c : ℂ) + b) * ((c : ℂ) - b) := by
  constructor
  · rintro ⟨v, hv, h⟩
    obtain ⟨h1, h2⟩ := (eigen_components a b c d z v).mp h
    by_cases h0 : v 0 = 0
    · have h3 : v 1 ≠ 0 := by
        intro h3
        have hall : ∀ i, v i = 0 := Fin.forall_fin_two.mpr ⟨h0, h3⟩
        exact hv (funext hall)
      apply mul_right_cancel₀ h3
      linear_combination -(z - a) * h2 - ((c : ℂ) - b) * h1
    · apply mul_right_cancel₀ h0
      linear_combination -(z - d) * h1 - ((c : ℂ) + b) * h2
  · intro h
    -- a vanishing determinant supplies the polarisation vector
    have hdet : (!![(a : ℂ) - z, (c : ℂ) + b; (c : ℂ) - b, (d : ℂ) - z]).det = 0 := by
      rw [Matrix.det_fin_two_of]
      linear_combination h
    obtain ⟨v, hv, hk⟩ := Matrix.exists_mulVec_eq_zero_iff.mpr hdet
    have h1 := congrFun hk 0
    have h2 := congrFun hk 1
    simp [Matrix.mulVec, dotProduct, Fin.sum_univ_two] at h1 h2
    exact ⟨v, hv, (eigen_components a b c d z v).mpr
      ⟨by linear_combination h1, by linear_combination h2⟩⟩
```

The next proof takes real and imaginary parts of the secular equation. `hx` is the result $2x=a+d$, and `key` is the formula for $4y^2$. The converse inserts the explicit root, with `s` as the square root of $4b^2-(a-d)^2-4c^2$, which is minus the discriminant of the secular equation.

```lean
/-- The dynamical matrix has a non-real eigenvalue if and only if
`4b² > (a-d)² + 4c²`. -/
theorem nonreal_eigenvalue_iff (a b c d : ℝ) :
    (∃ z : ℂ, z.im ≠ 0 ∧ ∃ v : Fin 2 → ℂ, v ≠ 0 ∧ dynMatrix a b c d *ᵥ v = z • v) ↔
      (a - d) ^ 2 + 4 * c ^ 2 < 4 * b ^ 2 := by
  simp only [secular_equation]
  constructor
  · rintro ⟨z, hy, h⟩
    have hr := congrArg Complex.re h
    have hi := congrArg Complex.im h
    simp only [Complex.mul_re, Complex.mul_im, Complex.sub_re, Complex.sub_im,
      Complex.add_re, Complex.add_im, Complex.ofReal_re, Complex.ofReal_im] at hr hi
    -- the imaginary part fixes the real part of the eigenvalue
    have hx : 2 * z.re = a + d := by
      apply mul_left_cancel₀ hy
      linear_combination hi
    have key : 4 * b ^ 2 - (a - d) ^ 2 - 4 * c ^ 2 = 4 * z.im ^ 2 := by
      linear_combination 4 * hr - (2 * z.re - a - d) * hx
    have hpos : 0 < z.im ^ 2 := by positivity
    linarith
  · intro h
    have hD : 0 < 4 * b ^ 2 - (a - d) ^ 2 - 4 * c ^ 2 := by linarith
    have hs := Real.mul_self_sqrt hD.le
    have hp := Real.sqrt_pos.mpr hD
    set s := Real.sqrt (4 * b ^ 2 - (a - d) ^ 2 - 4 * c ^ 2)
    refine ⟨⟨(a + d) / 2, s / 2⟩, (half_pos hp).ne', ?_⟩
    apply Complex.ext
    · simp only [Complex.mul_re, Complex.sub_re, Complex.sub_im,
        Complex.add_re, Complex.add_im, Complex.ofReal_re, Complex.ofReal_im]
      linear_combination -(1 / 4) * hs
    · simp only [Complex.mul_im, Complex.sub_re, Complex.sub_im,
        Complex.add_re, Complex.add_im, Complex.ofReal_re, Complex.ofReal_im]
      ring
```

## Modes as solutions of the equation of motion

Differentiating the exponential gives the velocity.

```lean
/-- The velocity of the motion `exp(-iwt) v` is `-iw` times the displacement. -/
theorem mode_hasDerivAt (w : ℂ) (v : Fin 2 → ℂ) (t : ℝ) (i : Fin 2) :
    HasDerivAt (fun s => mode w v s i) (-Complex.I * w * mode w v t i) t := by
  have h0 : HasDerivAt (fun s : ℝ => (s : ℂ)) 1 t := by
    simpa using (hasDerivAt_id t).ofReal_comp
  exact ((h0.const_mul (-Complex.I * w)).cexp.mul_const (v i)).congr_deriv
    (by simp only [mode]; ring)
```

The equivalence with $Kv=w^2v$ holds for any complex $2\times2$ matrix. Derivatives are unique, so `p` must be $-iw$ times the displacement; comparing accelerations at $t=0$, where the mode equals $v$, yields the eigenvalue equation. In the other direction that same velocity is supplied explicitly.

```lean
/-- The motion `exp(-iwt) v` obeys `u'' = -K u` exactly when `K v = w² v`. -/
theorem mode_solves_iff (K : Matrix (Fin 2) (Fin 2) ℂ) (w : ℂ) (v : Fin 2 → ℂ) :
    SolvesNewton K (mode w v) ↔ K *ᵥ v = w ^ 2 • v := by
  constructor
  · rintro ⟨p, h⟩
    have hp : ∀ t i, p t i = -Complex.I * w * mode w v t i := fun t i =>
      (h t i).1.unique (mode_hasDerivAt w v t i)
    have m0 : mode w v 0 = v := by
      ext i
      simp [mode]
    ext i
    -- compare the two expressions for the acceleration at time zero
    have h2 := (h 0 i).2
    simp only [hp] at h2
    have e := h2.unique ((mode_hasDerivAt w v 0 i).const_mul (-Complex.I * w))
    rw [m0] at e
    simp only [Pi.smul_apply, smul_eq_mul]
    linear_combination -e - (w ^ 2 * v i) * Complex.I_sq
  · intro h
    refine ⟨fun t i => -Complex.I * w * mode w v t i, fun t i =>
      ⟨mode_hasDerivAt w v t i,
        ((mode_hasDerivAt w v t i).const_mul (-Complex.I * w)).congr_deriv ?_⟩⟩
    have hm : mode w v t = Complex.exp (-Complex.I * w * t) • v := rfl
    rw [hm, Matrix.mulVec_smul, h]
    simp only [Pi.smul_apply, smul_eq_mul]
    linear_combination
      (Complex.exp (-Complex.I * w * t) * w ^ 2 * v i) * Complex.I_sq
```

## Phase difference and unbounded growth

In the circulation lemma, `starRingEnd ℂ` is complex conjugation. The identities `A` and `B` are the two imaginary-part equations above with $L=0$ inserted.

```lean
/-- For a non-real eigenvalue the two coordinates of the eigenvector differ in phase by
something other than a multiple of `π`, and neither vanishes. -/
theorem eigenvector_circulates (a b c d : ℝ) (z : ℂ) (v : Fin 2 → ℂ) (hz : z.im ≠ 0)
    (hv : v ≠ 0) (h : dynMatrix a b c d *ᵥ v = z • v) :
    (starRingEnd ℂ (v 0) * v 1).im ≠ 0 := by
  intro h0
  obtain ⟨h1, h2⟩ := (eigen_components a b c d z v).mp h
  have r1 := congrArg Complex.re h1
  have i1 := congrArg Complex.im h1
  have r2 := congrArg Complex.re h2
  have i2 := congrArg Complex.im h2
  simp only [Complex.mul_re, Complex.mul_im, Complex.sub_re, Complex.sub_im, Complex.add_re,
    Complex.add_im, Complex.ofReal_re, Complex.ofReal_im, Complex.conj_re,
    Complex.conj_im] at r1 i1 r2 i2 h0
  -- without circulation the imaginary part of z forces both amplitudes to vanish
  have A : z.im * ((v 0).re * (v 0).re + (v 0).im * (v 0).im) = 0 := by
    linear_combination (v 0).im * r1 - (v 0).re * i1 + (c + b) * h0
  have B : z.im * ((v 1).re * (v 1).re + (v 1).im * (v 1).im) = 0 := by
    linear_combination (v 1).im * r2 - (v 1).re * i2 - (c - b) * h0
  rw [← Complex.normSq_apply] at A B
  have hall : ∀ i, v i = 0 := Fin.forall_fin_two.mpr
    ⟨Complex.normSq_eq_zero.mp ((mul_eq_zero.mp A).resolve_left hz),
      Complex.normSq_eq_zero.mp ((mul_eq_zero.mp B).resolve_left hz)⟩
  exact hv (funext hall)
```

`runaway_mode_iff` joins the eigenvalue criterion to the dynamics. The identity `him` is $\operatorname{Im}w^2=2\operatorname{Re}w\operatorname{Im}w$, and the final case distinction chooses between $w$ and $-w$.

```lean
/-- The equation of motion has a non-zero solution `exp(-iwt) v` that both oscillates
(`Re w ≠ 0`) and grows (`Im w > 0`) if and only if `4b² > (a-d)² + 4c²`. -/
theorem runaway_mode_iff (a b c d : ℝ) :
    (∃ (w : ℂ) (v : Fin 2 → ℂ), v ≠ 0 ∧ w.re ≠ 0 ∧ 0 < w.im ∧
      SolvesNewton (dynMatrix a b c d) (mode w v)) ↔
      (a - d) ^ 2 + 4 * c ^ 2 < 4 * b ^ 2 := by
  have him : ∀ w : ℂ, (w ^ 2).im = 2 * (w.re * w.im) := fun w => by
    rw [pow_two, Complex.mul_im]
    ring
  rw [← nonreal_eigenvalue_iff]
  constructor
  · rintro ⟨w, v, hv, hr, hi, h⟩
    refine ⟨w ^ 2, ?_, v, hv, (mode_solves_iff _ w v).mp h⟩
    rw [him]
    exact mul_ne_zero two_ne_zero (mul_ne_zero hr hi.ne')
  · rintro ⟨z, hz, v, hv, h⟩
    obtain ⟨w, rfl⟩ := IsAlgClosed.exists_pow_nat_eq z (n := 2) (by norm_num)
    rw [him] at hz
    have hr : w.re ≠ 0 := fun h0 => hz (by rw [h0]; ring)
    have hi : w.im ≠ 0 := fun h0 => hz (by rw [h0]; ring)
    -- of the two square roots w and -w, take the one in the upper half plane
    rcases lt_or_gt_of_ne hi with hneg | hpos
    · refine ⟨-w, v, hv, ?_, ?_, (mode_solves_iff _ _ v).mpr ?_⟩
      · rw [Complex.neg_re]
        exact neg_ne_zero.mpr hr
      · rw [Complex.neg_im]
        linarith
      · rw [neg_sq]
        exact h
    · exact ⟨w, v, hv, hr, hpos, (mode_solves_iff _ w v).mpr h⟩
```

The last theorem assumes the inequality and produces one solution with $L\neq0$ and both amplitudes tending to infinity. Its proof takes the mode just found, applies the circulation lemma to $w^2$, and uses the exponential formula for the norm. For junction simulations, within this undamped two-coordinate model, it means that a non-real eigenvalue of the dynamical matrix signals an instability even when $a$ and $d$ are both positive.

```lean
/-- If `4b² > (a-d)² + 4c²`, some solution `exp(-iwt) v` has two coordinates whose phases differ by
something other than a multiple of `π` and whose amplitudes both grow without bound. -/
theorem runaway_waterwheel (a b c d : ℝ) (hb : (a - d) ^ 2 + 4 * c ^ 2 < 4 * b ^ 2) :
    ∃ (w : ℂ) (v : Fin 2 → ℂ), SolvesNewton (dynMatrix a b c d) (mode w v) ∧
      (starRingEnd ℂ (v 0) * v 1).im ≠ 0 ∧
      ∀ i, Tendsto (fun t => ‖mode w v t i‖) atTop atTop := by
  obtain ⟨w, v, hv, hr, hi, h⟩ := (runaway_mode_iff a b c d).mpr hb
  have hz : (w ^ 2).im ≠ 0 := by
    have e : (w ^ 2).im = 2 * (w.re * w.im) := by
      rw [pow_two, Complex.mul_im]
      ring
    rw [e]
    exact mul_ne_zero two_ne_zero (mul_ne_zero hr hi.ne')
  have hc := eigenvector_circulates a b c d _ v hz hv ((mode_solves_iff _ w v).mp h)
  have hne : ∀ i, v i ≠ 0 := Fin.forall_fin_two.mpr
    ⟨fun h0 => hc (by simp [h0]), fun h0 => hc (by simp [h0])⟩
  refine ⟨w, v, h, hc, fun i => ?_⟩
  -- the amplitude is exp(Im w t) times its initial value
  have hn : ∀ t : ℝ, ‖mode w v t i‖ = Real.exp (w.im * t) * ‖v i‖ := fun t => by
    have e : (-Complex.I * w * t).re = w.im * t := by simp
    rw [mode, norm_mul, Complex.norm_exp, e]
  simp only [hn]
  exact (Real.tendsto_exp_atTop.comp
    (tendsto_id.const_mul_atTop hi)).atTop_mul_const (norm_pos_iff.mpr (hne i))

end

end WaterwheelInstability
```

```lean
#print axioms WaterwheelInstability.runaway_waterwheel
-- 'WaterwheelInstability.runaway_waterwheel' depends on axioms: [propext, Classical.choice, Quot.sound]
```
